# On a triangle with hopping matrix elements +1, the lowest energy over real amplitudes is not convex in the density

A particle that hops with positive matrix elements between the corners of a triangle lowers its energy when two sites carry amplitudes of opposite sign, but three nonzero real amplitudes cannot all be pairwise opposite. If the site density is held fixed, does the lowest energy depend on whether the amplitudes may be complex, and is it a convex function of the density when they are real?

In Lean 4 with Mathlib:

```lean
import Mathlib

open Matrix

namespace TriangleConstrainedSearch

noncomputable section

/-- The hopping matrix of the triangle: off-diagonal entries `+1`, zero diagonal. -/
def hopping (𝕜 : Type*) [RCLike 𝕜] : Matrix (Fin 3) (Fin 3) 𝕜 :=
  !![0, 1, 1; 1, 0, 1; 1, 1, 0]

/-- The energy `⟨ψ, T ψ⟩` of one particle with amplitudes `ψ` on the triangle. -/
def energy {𝕜 : Type*} [RCLike 𝕜] (ψ : Fin 3 → 𝕜) : ℝ :=
  RCLike.re (star ψ ⬝ᵥ (hopping 𝕜 *ᵥ ψ))

/-- The energies of all amplitude vectors over `𝕜` (real or complex) with site density `ρ`. -/
def searchValues (𝕜 : Type*) [RCLike 𝕜] (ρ : Fin 3 → ℝ) : Set ℝ :=
  {E | ∃ ψ : Fin 3 → 𝕜, (∀ i, ‖ψ i‖ ^ 2 = ρ i) ∧ energy ψ = E}

/-- The constrained-search functional over `𝕜`: the infimum of the energy at fixed density,
for densities with nonnegative entries. -/
def searchFunctional (𝕜 : Type*) [RCLike 𝕜] (ρ : Fin 3 → ℝ) : ℝ :=
  sInf (searchValues 𝕜 ρ)

/-- The uniform density `(1/3, 1/3, 1/3)`. -/
def uniform : Fin 3 → ℝ := fun _ => 1 / 3

/-- The density with site `k` empty and `1/2` on each of the other two sites. -/
def pairDensity (k : Fin 3) : Fin 3 → ℝ := fun i => if i = k then 0 else 1 / 2

/-- The energy is the squared modulus of the summed amplitudes minus the squared norm. -/
theorem energy_eq {𝕜 : Type*} [RCLike 𝕜] (ψ : Fin 3 → 𝕜) :
    energy ψ = ‖∑ i, ψ i‖ ^ 2 - ∑ i, ‖ψ i‖ ^ 2 := by
  have h : ∀ z : 𝕜, ‖z‖ ^ 2 = RCLike.re z * RCLike.re z + RCLike.im z * RCLike.im z :=
    fun z => by rw [← RCLike.normSq_eq_def', RCLike.normSq_apply]
  simp only [h]
  simp [energy, hopping, dotProduct, Matrix.mulVec, Fin.sum_univ_three, RCLike.mul_re]
  ring

/-- At a density of total weight one, every energy in the search is at least `-1`. -/
theorem neg_one_le {𝕜 : Type*} [RCLike 𝕜] {ρ : Fin 3 → ℝ} (h1 : ∑ i, ρ i = 1) :
    -1 ∈ lowerBounds (searchValues 𝕜 ρ) := by
  rintro E ⟨ψ, hψ, rfl⟩
  rw [energy_eq, Finset.sum_congr rfl (fun i _ => hψ i), h1]
  linarith [sq_nonneg ‖∑ i, ψ i‖]

/-- Over real amplitudes the minimum energy at the uniform density is `-2/3`. -/
theorem real_uniform : IsLeast (searchValues ℝ uniform) (-2 / 3) := by
  constructor
  · obtain ⟨s, hs⟩ : ∃ s : ℝ, s ^ 2 = 1 / 3 :=
      ⟨√(1 / 3), Real.sq_sqrt (by norm_num)⟩
    refine ⟨![s, s, -s], ?_, ?_⟩
    · intro i
      fin_cases i <;> simp [uniform, hs]
    · rw [energy_eq]
      simp only [Real.norm_eq_abs, sq_abs, Fin.sum_univ_three, Matrix.cons_val]
      linear_combination (-2) * hs
  · rintro E ⟨ψ, hψ, rfl⟩
    rw [energy_eq]
    simp only [Real.norm_eq_abs, sq_abs, uniform] at hψ ⊢
    simp only [Fin.sum_univ_three]
    have h0 := hψ 0
    -- the three amplitudes agree up to sign
    rcases eq_or_eq_neg_of_sq_eq_sq _ _ ((hψ 1).trans h0.symm) with h | h <;>
    rcases eq_or_eq_neg_of_sq_eq_sq _ _ ((hψ 2).trans h0.symm) with h' | h' <;>
    rw [h, h'] <;> nlinarith [h0]

/-- Each pair density is nonnegative and has total weight one. -/
theorem pairDensity_mem (k : Fin 3) : pairDensity k ∈ stdSimplex ℝ (Fin 3) := by
  constructor
  · intro i
    unfold pairDensity
    split_ifs <;> norm_num
  · have h : ∀ i, pairDensity k i = 1 / 2 - if i = k then 1 / 2 else 0 := by
      intro i
      unfold pairDensity
      split_ifs <;> norm_num
    simp only [h, Finset.sum_sub_distrib, Finset.sum_ite_eq', Finset.mem_univ, if_true]
    norm_num [Fin.sum_univ_three]

/-- Over real amplitudes the minimum energy is `-1` at each normalised density shared equally by two
sites. -/
theorem real_pair (k : Fin 3) : IsLeast (searchValues ℝ (pairDensity k)) (-1) := by
  have h1 : ∑ i, pairDensity k i = 1 := (pairDensity_mem k).2
  obtain ⟨s, hs⟩ : ∃ s : ℝ, s ^ 2 = 1 / 2 :=
    ⟨√(1 / 2), Real.sq_sqrt (by norm_num)⟩
  -- opposite signs on the two occupied sites
  have key : ∃ ψ : Fin 3 → ℝ, (∀ i, ‖ψ i‖ ^ 2 = pairDensity k i) ∧ ∑ i, ψ i = 0 := by
    fin_cases k
    · refine ⟨![0, s, -s], fun i => ?_, by simp [Fin.sum_univ_three]⟩
      fin_cases i <;> simp [pairDensity, hs]
    · refine ⟨![s, 0, -s], fun i => ?_, by simp [Fin.sum_univ_three]⟩
      fin_cases i <;> simp [pairDensity, hs]
    · refine ⟨![s, -s, 0], fun i => ?_, by simp [Fin.sum_univ_three]⟩
      fin_cases i <;> simp [pairDensity, hs]
  obtain ⟨ψ, hψ, h0⟩ := key
  refine ⟨⟨ψ, hψ, ?_⟩, neg_one_le h1⟩
  rw [energy_eq, Finset.sum_congr rfl (fun i _ => hψ i), h1, h0]
  norm_num

/-- Three nonnegative lengths that satisfy the triangle inequalities are the moduli of three
complex numbers with sum zero, the first of which is real. -/
theorem closed_triangle {a b c : ℝ} (ha : 0 ≤ a) (hb : 0 ≤ b) (hc : 0 ≤ c)
    (h1 : a ≤ b + c) (h2 : b ≤ a + c) (h3 : c ≤ a + b) :
    ∃ z w : ℂ, ‖z‖ ^ 2 = b ^ 2 ∧ ‖w‖ ^ 2 = c ^ 2 ∧ (a : ℂ) + z + w = 0 := by
  rcases ha.eq_or_lt with h | hpos
  · have hbc : c = b := by linarith
    refine ⟨(b : ℂ), -(b : ℂ), ?_, ?_, ?_⟩
    · simp
    · simp [hbc]
    · simp [← h]
  · -- the law of cosines fixes the real part `x` of the second side
    obtain ⟨x, hx⟩ : ∃ x : ℝ, 2 * a * x = c ^ 2 - a ^ 2 - b ^ 2 :=
      ⟨(c ^ 2 - a ^ 2 - b ^ 2) / (2 * a), by field_simp⟩
    have hxb : x ≤ b := by
      have h := mul_nonneg (sub_nonneg.2 h3) (add_nonneg (add_nonneg ha hb) hc)
      by_contra hn
      nlinarith [mul_pos hpos (sub_pos.2 (not_le.1 hn))]
    have hbx : -b ≤ x := by
      have h := mul_nonneg (sub_nonneg.2 h1) (sub_nonneg.2 h2)
      by_contra hn
      nlinarith [mul_pos hpos (sub_pos.2 (not_le.1 hn))]
    obtain ⟨y, hy⟩ : ∃ y : ℝ, y ^ 2 = b ^ 2 - x ^ 2 :=
      ⟨√(b ^ 2 - x ^ 2), Real.sq_sqrt (by
        nlinarith [mul_nonneg (sub_nonneg.2 hxb) (sub_nonneg.2 hbx)])⟩
    refine ⟨⟨x, y⟩, ⟨-(a + x), -y⟩, ?_, ?_, ?_⟩
    · rw [Complex.sq_norm, Complex.normSq_mk]
      linear_combination hy
    · rw [Complex.sq_norm, Complex.normSq_mk]
      linear_combination hy + hx
    · apply Complex.ext <;> simp

/-- For a normalised density, the complex search has minimum `-1` exactly when no `√ρ i`
exceeds the sum of the other two. -/
theorem complex_iff {ρ : Fin 3 → ℝ} (hρ : ρ ∈ stdSimplex ℝ (Fin 3)) :
    IsLeast (searchValues ℂ ρ) (-1) ↔ ∀ i, 2 * √(ρ i) ≤ ∑ j, √(ρ j) := by
  constructor
  · rintro ⟨⟨ψ, hψ, hE⟩, -⟩ i
    rw [energy_eq, Finset.sum_congr rfl (fun i _ => hψ i), hρ.2] at hE
    have hs : ∑ j, ψ j = 0 :=
      norm_eq_zero.1 (pow_eq_zero_iff two_ne_zero |>.1 (by linarith))
    have hn : ∀ j, √(ρ j) = ‖ψ j‖ := fun j => by
      rw [← hψ j, Real.sqrt_sq (norm_nonneg _)]
    have e1 := Finset.add_sum_erase Finset.univ ψ (Finset.mem_univ i)
    have e2 : ‖ψ i‖ + ∑ j ∈ Finset.univ.erase i, ‖ψ j‖ = ∑ j, ‖ψ j‖ :=
      Finset.add_sum_erase Finset.univ (fun j => ‖ψ j‖) (Finset.mem_univ i)
    have e3 : ‖ψ i‖ ≤ ∑ j ∈ Finset.univ.erase i, ‖ψ j‖ := by
      rw [eq_neg_of_add_eq_zero_left (e1.trans hs), norm_neg]
      exact norm_sum_le _ _
    simp only [hn]
    linarith
  · intro h
    simp only [Fin.sum_univ_three] at h
    obtain ⟨z, w, hz, hw, h0⟩ := closed_triangle (Real.sqrt_nonneg (ρ 0))
      (Real.sqrt_nonneg (ρ 1)) (Real.sqrt_nonneg (ρ 2))
      (by linarith [h 0]) (by linarith [h 1]) (by linarith [h 2])
    have hψ : ∀ i, ‖(![(√(ρ 0) : ℂ), z, w] : Fin 3 → ℂ) i‖ ^ 2 = ρ i := by
      intro i
      fin_cases i
      · simp [Real.sq_sqrt (hρ.1 0)]
      · simpa [Real.sq_sqrt (hρ.1 1)] using hz
      · simpa [Real.sq_sqrt (hρ.1 2)] using hw
    refine ⟨⟨_, hψ, ?_⟩, neg_one_le hρ.2⟩
    rw [energy_eq, Finset.sum_congr rfl (fun i _ => hψ i), hρ.2]
    simp [Fin.sum_univ_three, h0]

/-- On the triangle the real search gives `-2/3` at the uniform density and `-1` at the three
pair densities, and is not convex; the complex search gives `-1` at the uniform density. -/
theorem real_search_not_convex :
    searchFunctional ℝ uniform = -2 / 3 ∧
    (∀ k, searchFunctional ℝ (pairDensity k) = -1) ∧
    ¬ ConvexOn ℝ (stdSimplex ℝ (Fin 3)) (searchFunctional ℝ) ∧
    searchFunctional ℂ uniform = -1 := by
  have hu : searchFunctional ℝ uniform = -2 / 3 := real_uniform.csInf_eq
  have hp : ∀ k, searchFunctional ℝ (pairDensity k) = -1 := fun k => (real_pair k).csInf_eq
  refine ⟨hu, hp, fun hc => ?_, ?_⟩
  · have hsymm : ∀ k i, pairDensity k i = pairDensity i k := by
      intro k i
      by_cases h : i = k
      · rw [h]
      · simp [pairDensity, h, Ne.symm h]
    -- the uniform density is the average of the three pair densities
    have havg : ∑ k, (1 / 3 : ℝ) • pairDensity k = uniform := by
      ext i
      rw [Finset.sum_apply]
      calc ∑ k, ((1 / 3 : ℝ) • pairDensity k) i = ∑ k, (1 / 3 : ℝ) * pairDensity i k :=
            Finset.sum_congr rfl fun k _ => by rw [Pi.smul_apply, smul_eq_mul, hsymm k i]
        _ = uniform i := by
            rw [← Finset.mul_sum, (pairDensity_mem i).2]
            norm_num [uniform]
    have hJ := hc.map_sum_le (t := Finset.univ) (w := fun _ => (1 / 3 : ℝ))
      (p := pairDensity) (fun _ _ => by norm_num) (by norm_num) (fun k _ => pairDensity_mem k)
    rw [havg, hu] at hJ
    simp only [hp, Fin.sum_univ_three, smul_eq_mul] at hJ
    norm_num at hJ
  · have hmem : uniform ∈ stdSimplex ℝ (Fin 3) :=
      ⟨fun i => by norm_num [uniform], by norm_num [uniform, Fin.sum_univ_three]⟩
    refine ((complex_iff hmem).2 fun i => ?_).csInf_eq
    simp only [uniform, Fin.sum_univ_three]
    linarith [Real.sqrt_nonneg (1 / 3 : ℝ)]

end

end TriangleConstrainedSearch
```

```lean
#print axioms TriangleConstrainedSearch.real_search_not_convex
```

```
'TriangleConstrainedSearch.real_search_not_convex' depends on axioms: [propext, Classical.choice, Quot.sound]
```

## Two searches at the same density

The theorem `real_search_not_convex` answers both questions. Write $F_{\mathbb R}(\rho)$ and $F_{\mathbb C}(\rho)$ for the lowest energy at density $\rho$ over real and over complex amplitudes. Then

$$F_{\mathbb R}\left(\tfrac13,\tfrac13,\tfrac13\right)=-\tfrac23,\qquad F_{\mathbb C}\left(\tfrac13,\tfrac13,\tfrac13\right)=-1,$$

while $F_{\mathbb R}=-1$ at $(0,\tfrac12,\tfrac12)$, $(\tfrac12,0,\tfrac12)$ and $(\tfrac12,\tfrac12,0)$. The function $F_{\mathbb R}$ is not convex on the set of normalised densities.

A second theorem, `complex_iff`, covers every normalised density: the complex search has minimum $-1$ exactly when $2\sqrt{\rho_i}\le\sum_j\sqrt{\rho_j}$ for each site $i$. This says that the three numbers $\sqrt{\rho_i}$ satisfy the triangle inequalities.

## The particle, its density and its energy

The sites are numbered 0, 1, 2, and a state is a vector `ψ : Fin 3 → 𝕜`, where `𝕜` is either ℝ or ℂ. The matrix `hopping 𝕜`, written $T$ here, has zero diagonal, so all sites have the same on-site energy. Its off-diagonal entries $+1$ set the unit of energy and the sign that favours opposite phases on neighbouring sites. The definition `energy` is the real part of $\langle\psi,T\psi\rangle$, which is already real because $T$ is symmetric with real entries.

The set `searchValues 𝕜 ρ` collects the energies of all states with $|\psi_i|^2=\rho_i$, and `searchFunctional 𝕜 ρ` is its infimum. Normalisation enters through the density: membership in `stdSimplex ℝ (Fin 3)` means $\rho_i\ge0$ and $\sum_i\rho_i=1$. The stated values are attained minima, expressed by `IsLeast`.

This is the Levy–Lieb constrained search of lattice density functional theory for a single particle on three sites, where it shows that restricting the search to real wavefunctions can change the functional even though the Hamiltonian is real. The model has no interaction and no spin, and the search runs over pure states, not ensembles. The theorems give no value for the complex search where the triangle inequalities fail, and they do not address its convexity.

## The energy as a squared sum

Each pair of distinct sites contributes to the energy, so

$$\langle\psi,T\psi\rangle=\sum_{i\ne j}\overline{\psi_i}\,\psi_j=\Big|\sum_i\psi_i\Big|^2-\sum_i|\psi_i|^2 .$$

This is `energy_eq`, proved by expanding both sides into real and imaginary parts. At a normalised density the last sum is 1, so the energy is at least $-1$ (`neg_one_le`), with equality exactly when the amplitudes sum to zero. Every question about the value $-1$ thus becomes a question about closing a sum.

## Signs at the uniform density

Real amplitudes with $\psi_i^2=\tfrac13$ are $\pm1/\sqrt3$. If all signs agree, the squared sum is 3 and the energy is 2. If one sign differs, the sum is $\pm1/\sqrt3$, its square is $\tfrac13$, and the energy is $\tfrac13-1=-\tfrac23$. No other case exists, so the minimum is $-\tfrac23$.

In `real_uniform`, the vector `![s, s, -s]` with $s^2=\tfrac13$ attains this value. For the lower bound, the proof writes $\psi_1=\pm\psi_0$ and $\psi_2=\pm\psi_0$ and checks the four sign combinations.

## Pair densities and the failure of convexity

With one site empty and $\tfrac12$ on each of the others, the amplitudes $1/\sqrt2$ and $-1/\sqrt2$ on the occupied sites sum to zero. The energy is therefore $-1$, the lowest possible. The theorem `real_pair` does this for each choice of the empty site `k`.

The uniform density is the average of the three pair densities, since each site receives $\tfrac13(0+\tfrac12+\tfrac12)=\tfrac13$. If $F_{\mathbb R}$ were convex, Jensen's inequality would give

$$-\tfrac23\le\tfrac13(-1-1-1)=-1,$$

which is false. In the final theorem, `havg` is the averaging identity and `hc.map_sum_le` is Jensen's inequality.

## Complex amplitudes that close a triangle

Suppose the amplitudes sum to zero. Then $\psi_i=-\sum_{j\ne i}\psi_j$, so $|\psi_i|\le\sum_{j\ne i}|\psi_j|$. Adding $|\psi_i|=\sqrt{\rho_i}$ to both sides gives the condition in `complex_iff`.

Conversely, let $a,b,c$ be $\sqrt{\rho_0},\sqrt{\rho_1},\sqrt{\rho_2}$ and suppose they satisfy the triangle inequalities. The lemma `closed_triangle` finds complex $z,w$ with $|z|=b$, $|w|=c$ and $a+z+w=0$.

If $a=0$, the inequalities force $b=c$, and $z=b$, $w=-b$ will do. If $a>0$, put $z=x+iy$ and $w=-(a+x)-iy$. Given $x^2+y^2=b^2$, the condition $|w|^2=c^2$ reads $a^2+2ax+b^2=c^2$, so

$$x=\frac{c^2-a^2-b^2}{2a}.$$

A real $y$ with $y^2=b^2-x^2$ exists if $-b\le x\le b$. Both bounds follow from

$$2a(b-x)=(a+b-c)(a+b+c)\ge0,$$
$$2a(b+x)=(b+c-a)(a+c-b)\ge0.$$

In the code these are `hxb` and `hbx`, each proved by contradiction from the corresponding product of nonnegative factors. The two `linear_combination` steps then verify the moduli of $z$ and $w$.

At the uniform density the three lengths are equal and the triangle is equilateral. The amplitudes $1/\sqrt3$, $e^{2\pi i/3}/\sqrt3$ and $e^{4\pi i/3}/\sqrt3$ sum to zero, which gives the energy $-1$ that no choice of real signs reaches.
